# The localisation separatrix of the two-coupling spin-boson flow

A particle in a symmetric double well can tunnel between the wells, but an environment that registers its position hinders the tunnelling. In the spin-boson model with an Ohmic bath at zero temperature, does tunnelling survive at low energies, or does the particle stay in one well? A perturbative renormalisation treatment follows two dimensionless couplings as high-frequency bath modes are eliminated: the dissipation strength $a$, normalised so that the transition for vanishing tunnelling lies at $a=1$, and the tunnelling amplitude $y$, measured in units of the falling frequency cutoff up to a constant factor. The logarithmic scale $l\ge 0$ grows as the frequency cutoff falls.

```lean
import Mathlib

open Set Filter Topology

namespace SpinBosonLocalisation

noncomputable section
```

## The flow equations

The couplings are positive and obey

$$a'=-a\,y^2,\qquad y'=(1-a)\,y .$$

Tunnelling reduces the dissipation strength, and $y$ shrinks while $a>1$. These equations are postulated here, not derived from the spin-boson Hamiltonian; they stand for the weak-tunnelling approximation.

In `IsSpinBosonFlow a y`, the couplings are real functions constrained only on $l\ge0$. `HasDerivWithinAt … (Ici 0) l` means the ordinary derivative for $l>0$ and the right derivative at $l=0$. The theorems concern any pair satisfying these conditions; they do not construct a solution from given initial couplings.

```lean
/-- The renormalisation flow of the spin-boson model on scales `l ≥ 0`, with positive
dissipation strength `a` and positive tunnelling amplitude `y`. -/
structure IsSpinBosonFlow (a y : ℝ → ℝ) : Prop where
  a_pos : ∀ l, 0 ≤ l → 0 < a l
  y_pos : ∀ l, 0 ≤ l → 0 < y l
  a_flow : ∀ l, 0 ≤ l → HasDerivWithinAt a (-a l * y l ^ 2) (Ici 0) l
  y_flow : ∀ l, 0 ≤ l → HasDerivWithinAt y ((1 - a l) * y l) (Ici 0) l
```

## A conserved combination and a margin

Two functions of the couplings organise the argument. The first is

$$F=y^2+2\log a-2a .$$

```lean
/-- The function `y² + 2 log a - 2a` of the two running couplings. -/
def flowInvariant (a y : ℝ) : ℝ := y ^ 2 + 2 * Real.log a - 2 * a
```

The second, evaluated at the initial couplings, is the margin

$$m=a(0)-1-\log a(0)-\tfrac12 y(0)^2 .$$

For $a(0)>1$, the separatrix is the curve $m=0$. "Below" it means smaller $y(0)$, hence $m>0$.

```lean
/-- The margin `a - 1 - log a - y²/2` of a pair of couplings from the separatrix. -/
def localisationMargin (a y : ℝ) : ℝ := a - 1 - Real.log a - y ^ 2 / 2
```

Every monotonicity step uses one fact: if $f'\le0$ on $l\ge0$, then $f$ does not increase. The proof applies Mathlib's derivative test, with continuity covering the endpoint.

```lean
/-- A real function whose derivative on `l ≥ 0` is never positive does not increase there. -/
theorem antitone_of_rate_nonpos {f f' : ℝ → ℝ}
    (hf : ∀ l, 0 ≤ l → HasDerivWithinAt f (f' l) (Ici 0) l)
    (hf' : ∀ l, 0 ≤ l → f' l ≤ 0) : AntitoneOn f (Ici 0) := by
  have hd : ∀ x ∈ interior (Ici (0 : ℝ)), 0 < x ∧ HasDerivAt f (f' x) x := by
    intro x hx
    have hx' : 0 < x := by simpa using hx
    exact ⟨hx', (hf x hx'.le).hasDerivAt (Ici_mem_nhds hx')⟩
  apply antitoneOn_of_deriv_nonpos (convex_Ici 0)
  · exact fun x hx => (hf x hx).continuousWithinAt
  · exact fun x hx => (hd x hx).2.differentiableAt.differentiableWithinAt
  · intro x hx
    rw [(hd x hx).2.deriv]
    exact hf' x (hd x hx).1.le
```

Differentiating $F$ along the flow gives

$$F'=2y(1-a)y+\frac{2(-a y^2)}{a}+2a y^2=2y^2-2ay^2-2y^2+2ay^2=0 .$$

In Lean, `key` is this computation. Applying the monotonicity lemma to both $F$ and $-F$ gives $F(l)=F(0)$.

```lean
/-- Along the spin-boson flow `y² + 2 log a - 2a` keeps its initial value. -/
theorem flowInvariant_conserved {a y : ℝ → ℝ} (h : IsSpinBosonFlow a y)
    {l : ℝ} (hl : 0 ≤ l) :
    flowInvariant (a l) (y l) = flowInvariant (a 0) (y 0) := by
  -- the contributions of the two flow equations cancel
  have key : ∀ t, 0 ≤ t →
      HasDerivWithinAt (fun s => flowInvariant (a s) (y s)) 0 (Ici 0) t := by
    intro t ht
    have hne : a t ≠ 0 := (h.a_pos t ht).ne'
    have e : (fun s => flowInvariant (a s) (y s)) =
        fun s => y s * y s + 2 * Real.log (a s) - 2 * a s := by
      funext s
      unfold flowInvariant
      ring
    have e2 : -a t * y t ^ 2 / a t = -y t ^ 2 := by field_simp
    rw [e]
    refine ((((h.y_flow t ht).mul (h.y_flow t ht)).add
      (((h.a_flow t ht).log hne).const_mul 2)).sub
      ((h.a_flow t ht).const_mul 2)).congr_deriv ?_
    rw [e2]
    ring
  have key' : ∀ t, 0 ≤ t →
      HasDerivWithinAt (fun s => -flowInvariant (a s) (y s)) 0 (Ici 0) t :=
    fun t ht => (key t ht).neg.congr_deriv neg_zero
  have h1 : flowInvariant (a l) (y l) ≤ flowInvariant (a 0) (y 0) :=
    antitone_of_rate_nonpos (f' := fun _ => 0) key (fun _ _ => le_rfl)
      (mem_Ici.mpr le_rfl) (mem_Ici.mpr hl) hl
  have h2 : -flowInvariant (a l) (y l) ≤ -flowInvariant (a 0) (y 0) :=
    antitone_of_rate_nonpos (f' := fun _ => 0) key' (fun _ _ => le_rfl)
      (mem_Ici.mpr le_rfl) (mem_Ici.mpr hl) hl
  linarith
```

## On or below the separatrix, $a$ stays above one

Let $a(0)>1$ and $y(0)^2\le2(a(0)-1-\log a(0))$. If $a$ ever reached a value at or below one, continuity would give a scale $t$ with $a(t)=1$. Conservation there reads

$$y(t)^2=y(0)^2-2\bigl(a(0)-1-\log a(0)\bigr)\le0,$$

contradicting $y(t)>0$. The intermediate value theorem supplies $t$, and `linarith` closes the contradiction.

```lean
/-- A flow that starts with `a > 1` on or below the separatrix keeps `a > 1` at every scale. -/
theorem stays_localised {a y : ℝ → ℝ} (h : IsSpinBosonFlow a y) (ha : 1 < a 0)
    (hy : y 0 ^ 2 ≤ 2 * (a 0 - 1 - Real.log (a 0))) {l : ℝ} (hl : 0 ≤ l) :
    1 < a l := by
  by_contra hcon
  have hle : a l ≤ 1 := not_lt.mp hcon
  have hc : ContinuousOn a (Icc 0 l) := fun x hx =>
    (h.a_flow x hx.1).continuousWithinAt.mono (fun _ hz => hz.1)
  -- by continuity the flow would have to cross the line `a = 1`
  obtain ⟨t, ht, h1⟩ := intermediate_value_Icc' hl hc ⟨hle, ha.le⟩
  have hinv := flowInvariant_conserved h ht.1
  unfold flowInvariant at hinv
  rw [h1, Real.log_one] at hinv
  have hpos : 0 < y t ^ 2 := pow_pos (h.y_pos t ht.1) 2
  linarith
```

## Above it, $a$ falls below one

Now let $c=y(0)^2-2(a(0)-1-\log a(0))>0$. Since $\log a\le a-1$,

$$y(l)^2=c+2\bigl(a(l)-1-\log a(l)\bigr)\ge c .$$

If $a\ge1$ held at every scale, then $a'=-ay^2\le-c$, so $a(l)\le a(0)-cl$. At $l=a(0)/c$ this would make $a$ non-positive, which is impossible. So $a$ drops below one somewhere, and stays there because it never increases. In the code, `hlin` expresses the linear bound as monotonicity of $a+cl$.

```lean
/-- A flow that starts above the separatrix has `a < 1` at all sufficiently large scales. -/
theorem eventually_below_one {a y : ℝ → ℝ} (h : IsSpinBosonFlow a y)
    (hy : 2 * (a 0 - 1 - Real.log (a 0)) < y 0 ^ 2) :
    ∃ L, 0 ≤ L ∧ ∀ l, L ≤ l → a l < 1 := by
  have anti : AntitoneOn a (Ici 0) :=
    antitone_of_rate_nonpos h.a_flow (fun t ht => by
      have := mul_nonneg (h.a_pos t ht).le (sq_nonneg (y t))
      linarith)
  suffices hs : ∃ L, 0 ≤ L ∧ a L < 1 by
    obtain ⟨L, hL, haL⟩ := hs
    exact ⟨L, hL, fun l hl =>
      (anti (mem_Ici.mpr hL) (mem_Ici.mpr (hL.trans hl)) hl).trans_lt haL⟩
  by_contra hcon
  have hge : ∀ t, 0 ≤ t → 1 ≤ a t := fun t ht => by
    by_contra hlt
    exact hcon ⟨t, ht, not_le.mp hlt⟩
  obtain ⟨c, hc⟩ : ∃ c, c = y 0 ^ 2 - 2 * (a 0 - 1 - Real.log (a 0)) := ⟨_, rfl⟩
  have hcpos : 0 < c := by linarith
  -- since `y ^ 2 ≥ c` and, by the assumption to be refuted, `a ≥ 1`, `a` falls at least linearly
  have hlin : AntitoneOn (fun t => a t + c * t) (Ici 0) := by
    apply antitone_of_rate_nonpos (f' := fun t => -a t * y t ^ 2 + c * 1)
    · intro t ht
      exact (h.a_flow t ht).add (((hasDerivAt_id' t).const_mul c).hasDerivWithinAt)
    · intro t ht
      have hinv := flowInvariant_conserved h ht
      unfold flowInvariant at hinv
      have hlog := Real.log_le_sub_one_of_pos (h.a_pos t ht)
      have hyc : c ≤ y t ^ 2 := by linarith
      have hprod := mul_nonneg (sub_nonneg.mpr (hge t ht)) (sq_nonneg (y t))
      show -a t * y t ^ 2 + c * 1 ≤ 0
      linarith
  have hT : 0 ≤ a 0 / c := (div_pos (h.a_pos 0 le_rfl) hcpos).le
  have hfin : a (a 0 / c) + c * (a 0 / c) ≤ a 0 + c * 0 :=
    hlin (mem_Ici.mpr le_rfl) (mem_Ici.mpr hT) hT
  have hcancel : c * (a 0 / c) = a 0 := by field_simp
  have := h.a_pos _ hT
  linarith
```

Together, the two cases give an exact criterion for flows with $a(0)>1$, with the separatrix itself on the localised side.

```lean
/-- For a flow starting with `a > 1`, the dissipation strength exceeds one at every scale
exactly when the initial couplings lie on or below the separatrix. -/
theorem localised_iff {a y : ℝ → ℝ} (h : IsSpinBosonFlow a y) (ha : 1 < a 0) :
    (∀ l, 0 ≤ l → 1 < a l) ↔ y 0 ^ 2 ≤ 2 * (a 0 - 1 - Real.log (a 0)) := by
  constructor
  · intro hall
    by_contra hcon
    obtain ⟨L, hL, hb⟩ := eventually_below_one h (not_le.mp hcon)
    linarith [hall L hL, hb L le_rfl]
  · exact fun hy l hl => stays_localised h ha hy hl
```

Close to $a=1$ the boundary becomes a straight line. Writing $a(0)=1+\varepsilon$ with small $\varepsilon>0$ and expanding the logarithm, a step made here in prose and not in the code, gives $2(\varepsilon-\log(1+\varepsilon))=\varepsilon^2+O(\varepsilon^3)$. The criterion is then $y(0)\le\varepsilon$ to leading order, the linear separatrix of a Kosterlitz-Thouless flow.

## An upper bound on the tunnelling amplitude

For $m\ge0$ and $a(0)>1$, conservation can be rearranged as

$$a(l)=1+m+\log a(l)+\tfrac12y(l)^2\ge1+m,$$

because $a(l)>1$ makes the logarithm positive. Then

$$\bigl(y\,e^{ml}\bigr)'=(1+m-a)\,y\,e^{ml}\le0,
\qquad\text{so}\qquad y(l)\le y(0)\,e^{-ml}.$$

The lemma `hbound` is the first estimate; `anti` is the second, and the closing `calc` removes the exponential factor.

```lean
/-- For a flow starting with `a > 1` on or below the separatrix, the initial margin bounds `a - 1`
from below and is a lower bound on the exponential decay rate of the tunnelling amplitude. -/
theorem localised_bounds {a y : ℝ → ℝ} (h : IsSpinBosonFlow a y) (ha : 1 < a 0)
    (hm : 0 ≤ localisationMargin (a 0) (y 0)) {l : ℝ} (hl : 0 ≤ l) :
    1 + localisationMargin (a 0) (y 0) ≤ a l ∧
      y l ≤ y 0 * Real.exp (-(localisationMargin (a 0) (y 0) * l)) := by
  obtain ⟨m, hmdef⟩ : ∃ m, m = localisationMargin (a 0) (y 0) := ⟨_, rfl⟩
  rw [← hmdef] at hm ⊢
  unfold localisationMargin at hmdef
  have hbound : ∀ t, 0 ≤ t → 1 + m ≤ a t := by
    intro t ht
    have hlog := Real.log_nonneg (stays_localised h ha (by linarith) ht).le
    have hinv := flowInvariant_conserved h ht
    unfold flowInvariant at hinv
    linarith [sq_nonneg (y t)]
  refine ⟨hbound l hl, ?_⟩
  -- the rescaled amplitude `y exp (m l)` cannot grow
  have anti : AntitoneOn (fun t => y t * Real.exp (m * t)) (Ici 0) := by
    apply antitone_of_rate_nonpos
      (f' := fun t => (1 + m - a t) * (y t * Real.exp (m * t)))
    · intro t ht
      have he := ((hasDerivAt_id' t).const_mul m).exp
      exact ((h.y_flow t ht).mul he.hasDerivWithinAt).congr_deriv (by ring)
    · intro t ht
      exact mul_nonpos_of_nonpos_of_nonneg (by linarith [hbound t ht])
        (mul_pos (h.y_pos t ht) (Real.exp_pos _)).le
  have h1 : y l * Real.exp (m * l) ≤ y 0 * Real.exp (m * 0) :=
    anti (mem_Ici.mpr le_rfl) (mem_Ici.mpr hl) hl
  rw [mul_zero, Real.exp_zero, mul_one] at h1
  calc y l = y l * Real.exp (m * l) * Real.exp (-(m * l)) := by
        rw [mul_assoc, ← Real.exp_add, add_neg_cancel, Real.exp_zero, mul_one]
    _ ≤ y 0 * Real.exp (-(m * l)) :=
        mul_le_mul_of_nonneg_right h1 (Real.exp_pos _).le
```

If $m>0$, the right-hand side tends to zero, and squeezing $y$ between zero and this bound gives $y(l)\to0$. On the separatrix, $m=0$ and the bound says only $y(l)\le y(0)$.

Within this perturbative two-coupling flow, the vanishing of $y$ is the signature of a two-level system localised by its Ohmic bath; the theorem concerns the running couplings, not the quantum dynamics of the full Hamiltonian.

```lean
/-- Strictly below the separatrix with initial `a > 1`, the tunnelling amplitude flows to zero. -/
theorem tunnelling_tendsto_zero {a y : ℝ → ℝ} (h : IsSpinBosonFlow a y) (ha : 1 < a 0)
    (hy : y 0 ^ 2 < 2 * (a 0 - 1 - Real.log (a 0))) :
    Tendsto y atTop (𝓝 0) := by
  have hm : 0 < localisationMargin (a 0) (y 0) := by
    unfold localisationMargin
    linarith
  have hexp : Tendsto (fun l : ℝ => Real.exp (-(localisationMargin (a 0) (y 0) * l)))
      atTop (𝓝 0) :=
    Real.tendsto_exp_neg_atTop_nhds_zero.comp (tendsto_id.const_mul_atTop hm)
  have hg := hexp.const_mul (y 0)
  rw [mul_zero] at hg
  refine squeeze_zero' ?_ ?_ hg
  · filter_upwards [eventually_ge_atTop (0 : ℝ)] with l hl
    exact (h.y_pos l hl).le
  · filter_upwards [eventually_ge_atTop (0 : ℝ)] with l hl
    exact (localised_bounds h ha hm.le hl).2

end

end SpinBosonLocalisation
```

```lean
#print axioms SpinBosonLocalisation.localised_iff
#print axioms SpinBosonLocalisation.tunnelling_tendsto_zero
```

```
'SpinBosonLocalisation.localised_iff' depends on axioms: [propext, Classical.choice, Quot.sound]
'SpinBosonLocalisation.tunnelling_tendsto_zero' depends on axioms: [propext, Classical.choice, Quot.sound]
```
